# For the reduced radial function r^(l+1) exp(−r²/2), ⟨r²⟩⟨p²⟩ = (l + 3/2)² with ħ = 1

The declaration `uncertainty_attained` concerns the function w(r) = r^(l+1) exp(−r²/2) on the half-line r > 0, for any natural number l, read as the reduced radial function of one particle with angular momentum l and ħ = 1. It states that ∫ w² is positive and that ∫ r²w² times ∫ (w'² + l(l+1)w²/r²) equals (l + 3/2)² (∫ w²)². As w is not normalised, this means that the normalised mean values satisfy ⟨r²⟩⟨p²⟩ = (l + 3/2)²; the general inequality is not part of the statement. The attempt expresses all three integrals through Gaussian moments, which are values of the Gamma function, and relates these by the Gamma recurrence.

The failing Lean file:

```lean
import Mathlib

open MeasureTheory Set Filter Topology

namespace UncertaintyAttained

noncomputable section

/-- The squared norm `∫ u²` over the half-line. -/
def normSquared (u : ℝ → ℝ) : ℝ := ∫ r in Ioi (0 : ℝ), u r ^ 2

/-- The unnormalised mean square radius `∫ r² u²`. -/
def squareRadius (u : ℝ → ℝ) : ℝ := ∫ r in Ioi (0 : ℝ), r ^ 2 * u r ^ 2

/-- The unnormalised mean square momentum `∫ (u'² + L(L+1) u²/r²)`, centrifugal term
included; the integral runs over `r > 0`. -/
def squareMomentum (L : ℝ) (u : ℝ → ℝ) : ℝ :=
  ∫ r in Ioi (0 : ℝ), (deriv u r ^ 2 + L * (L + 1) * (u r / r) ^ 2)

/-- Linearity of the integral for a combination of four integrable densities. -/
theorem integral_combination {μ : Measure ℝ} {k p n b : ℝ → ℝ} (hk : Integrable k μ)
    (hp : Integrable p μ) (hn : Integrable n μ) (hb : Integrable b μ) (c d : ℝ) :
    ∫ r, (k r + c * p r - d * n r + b r) ∂μ
      = ∫ r, k r ∂μ + c * ∫ r, p r ∂μ - d * ∫ r, n r ∂μ + ∫ r, b r ∂μ := by
  have h1 : Integrable (fun r => k r + c * p r) μ := hk.add (hp.const_mul c)
  have h2 : Integrable (fun r => k r + c * p r - d * n r) μ := h1.sub (hn.const_mul d)
  rw [integral_add h2 hb, integral_sub h1 (hn.const_mul d), integral_add hk (hp.const_mul c),
    integral_const_mul, integral_const_mul]

/-- The even Gaussian moment: the integral of `r^(2k) exp(-r²)` over the half-line is
`Γ(k + 1/2)/2`. -/
theorem gaussian_moment (k : ℕ) :
    ∫ r in Ioi (0 : ℝ), r ^ (2 * k) * Real.exp (-r ^ 2) = Real.Gamma (k + 1 / 2) / 2 := by
  have hk : (0 : ℝ) ≤ k := k.cast_nonneg
  have h := integral_rpow_mul_exp_neg_rpow (p := 2) (q := 2 * (k : ℝ))
    (by norm_num) (by linarith)
  rw [show (2 * (k : ℝ) + 1) / 2 = k + 1 / 2 by ring] at h
  refine (setIntegral_congr_fun measurableSet_Ioi fun r _ => ?_).trans (h.trans (by ring))
  have hc : 2 * (k : ℝ) = ((2 * k : ℕ) : ℝ) := by norm_num
  simp only [hc, Real.rpow_natCast, Real.rpow_two]

/-- Sharpness: the function `r^(l+1) exp(-r²/2)`, which is not compactly supported, has
positive norm and turns the uncertainty relation at angular momentum `l` into an equality. -/
theorem uncertainty_attained (l : ℕ) :
    let w : ℝ → ℝ := fun r => r ^ (l + 1) * Real.exp (-r ^ 2 / 2)
    0 < normSquared w ∧
      squareRadius w * squareMomentum l w = ((l : ℝ) + 3 / 2) ^ 2 * normSquared w ^ 2 := by
  intro w
  have he : ∀ r : ℝ, Real.exp (-r ^ 2 / 2) ^ 2 = Real.exp (-r ^ 2) := fun r => by
    rw [sq, ← Real.exp_add]
    congr 1
    ring
  have hpos : ∀ k : ℕ, 0 < Real.Gamma ((k : ℝ) + 1 / 2) := fun k =>
    Real.Gamma_pos_of_pos (by positivity)
  have hint : ∀ k : ℕ, Integrable (fun r : ℝ => r ^ (2 * k) * Real.exp (-r ^ 2))
      (volume.restrict (Ioi 0)) := fun k => by
    by_contra h
    have h1 := gaussian_moment k
    rw [integral_undef h] at h1
    linarith [hpos k]
  have hderiv : ∀ r, deriv w r = r ^ l * ((l + 1) - r ^ 2) * Real.exp (-r ^ 2 / 2) := by
    intro r
    have h1 : HasDerivAt (fun r : ℝ => r ^ 2) (2 * r) r := by simpa using hasDerivAt_pow 2 r
    have h2 : HasDerivAt (fun r : ℝ => r ^ (l + 1)) (((l : ℝ) + 1) * r ^ l) r := by
      simpa using hasDerivAt_pow (l + 1) r
    exact ((h2.fun_mul (h1.fun_neg.div_const 2).exp).congr_deriv (by ring)).deriv
  -- the three integrals are Gaussian moments
  have hN : normSquared w = Real.Gamma (((l + 1 : ℕ) : ℝ) + 1 / 2) / 2 := by
    refine (setIntegral_congr_fun measurableSet_Ioi fun r _ => ?_).trans (gaussian_moment (l + 1))
    simp only [w]
    linear_combination (r ^ (l + 1)) ^ 2 * he r
  have hR : squareRadius w = Real.Gamma (((l + 2 : ℕ) : ℝ) + 1 / 2) / 2 := by
    refine (setIntegral_congr_fun measurableSet_Ioi fun r _ => ?_).trans (gaussian_moment (l + 2))
    simp only [w]
    linear_combination r ^ 2 * (r ^ (l + 1)) ^ 2 * he r
  have hs := integral_combination (hint (l + 2)) (hint l) (hint (l + 1))
    (integrable_zero ℝ ℝ (volume.restrict (Ioi 0))) (((l : ℝ) + 1) * (2 * l + 1)) (2 * (l + 1))
  have hK : squareMomentum l w = _ := by
    refine (setIntegral_congr_fun measurableSet_Ioi fun r hr => ?_).trans hs
    have hr0 : r ≠ 0 := ne_of_gt hr
    have hq : w r / r = r ^ l * Real.exp (-r ^ 2 / 2) := by
      simp only [w, pow_succ]
      field_simp
    beta_reduce
    rw [hderiv, hq]
    linear_combination ((r ^ l * ((l + 1) - r ^ 2)) ^ 2 + l * (l + 1) * (r ^ l) ^ 2) * he r
  rw [gaussian_moment, gaussian_moment, gaussian_moment, integral_zero] at hK
  -- the recurrence of the Gamma function relates the moments
  have g1 : Real.Gamma (((l + 1 : ℕ) : ℝ) + 1 / 2)
      = ((l : ℝ) + 1 / 2) * Real.Gamma ((l : ℝ) + 1 / 2) := by
    rw [← Real.Gamma_add_one (by positivity)]
    congr 1
    push_cast
    ring
  have g2 : Real.Gamma (((l + 2 : ℕ) : ℝ) + 1 / 2)
      = ((l : ℝ) + 3 / 2) * Real.Gamma (((l + 1 : ℕ) : ℝ) + 1 / 2) := by
    rw [show ((l + 2 : ℕ) : ℝ) + 1 / 2 = ((l : ℝ) + 3 / 2) + 1 by push_cast; ring,
      Real.Gamma_add_one (by positivity)]
    congr 2
    push_cast
    ring
  refine ⟨by rw [hN]; exact half_pos (hpos (l + 1)), ?_⟩
  rw [hK, hR, hN, g2, g1]
  ring

end

end UncertaintyAttained
```

The compiler's answer:

```
Main.lean:78:33: error: don't know how to synthesize placeholder
context:
l : ℕ
w : ℝ → ℝ := ⋯
he : ∀ (r : ℝ), Real.exp (-r ^ 2 / 2) ^ 2 = Real.exp (-r ^ 2)
hpos : ∀ (k : ℕ), 0 < Real.Gamma (↑k + 1 / 2)
hint : ∀ (k : ℕ), Integrable (fun r => r ^ (2 * k) * Real.exp (-r ^ 2)) (volume.restrict (Ioi 0))
hderiv : ∀ (r : ℝ), deriv w r = r ^ l * (↑l + 1 - r ^ 2) * Real.exp (-r ^ 2 / 2)
hN : normSquared w = Real.Gamma (↑(l + 1) + 1 / 2) / 2
hR : squareRadius w = Real.Gamma (↑(l + 2) + 1 / 2) / 2
hs :
  ∫ (r : ℝ) in Ioi 0,
      r ^ (2 * (l + 2)) * Real.exp (-r ^ 2) + (↑l + 1) * (2 * ↑l + 1) * (r ^ (2 * l) * Real.exp (-r ^ 2)) -
          2 * (↑l + 1) * (r ^ (2 * (l + 1)) * Real.exp (-r ^ 2)) +
        0 r ∂volume =
    ∫ (r : ℝ) in Ioi 0, r ^ (2 * (l + 2)) * Real.exp (-r ^ 2) ∂volume +
          (↑l + 1) * (2 * ↑l + 1) * ∫ (r : ℝ) in Ioi 0, r ^ (2 * l) * Real.exp (-r ^ 2) ∂volume -
        2 * (↑l + 1) * ∫ (r : ℝ) in Ioi 0, r ^ (2 * (l + 1)) * Real.exp (-r ^ 2) ∂volume +
      ∫ (r : ℝ) in Ioi 0, 0 r ∂volume
⊢ ℝ
Main.lean:47:89: error: unsolved goals
l : ℕ
w : ℝ → ℝ := fun r => r ^ (l + 1) * Real.exp (-r ^ 2 / 2)
he : ∀ (r : ℝ), Real.exp (-r ^ 2 / 2) ^ 2 = Real.exp (-r ^ 2)
hpos : ∀ (k : ℕ), 0 < Real.Gamma (↑k + 1 / 2)
hint : ∀ (k : ℕ), Integrable (fun r => r ^ (2 * k) * Real.exp (-r ^ 2)) (volume.restrict (Ioi 0))
hderiv : ∀ (r : ℝ), deriv w r = r ^ l * (↑l + 1 - r ^ 2) * Real.exp (-r ^ 2 / 2)
hN : normSquared w = Real.Gamma (↑(l + 1) + 1 / 2) / 2
hR : squareRadius w = Real.Gamma (↑(l + 2) + 1 / 2) / 2
hs :
  ∫ (r : ℝ) in Ioi 0,
      r ^ (2 * (l + 2)) * Real.exp (-r ^ 2) + (↑l + 1) * (2 * ↑l + 1) * (r ^ (2 * l) * Real.exp (-r ^ 2)) -
          2 * (↑l + 1) * (r ^ (2 * (l + 1)) * Real.exp (-r ^ 2)) +
        0 r ∂volume =
    ∫ (r : ℝ) in Ioi 0, r ^ (2 * (l + 2)) * Real.exp (-r ^ 2) ∂volume +
          (↑l + 1) * (2 * ↑l + 1) * ∫ (r : ℝ) in Ioi 0, r ^ (2 * l) * Real.exp (-r ^ 2) ∂volume -
        2 * (↑l + 1) * ∫ (r : ℝ) in Ioi 0, r ^ (2 * (l + 1)) * Real.exp (-r ^ 2) ∂volume +
      ∫ (r : ℝ) in Ioi 0, 0 r ∂volume
⊢ 0 < normSquared w ∧ squareRadius w * squareMomentum (↑l) w = (↑l + 3 / 2) ^ 2 * normSquared w ^ 2
```

The first error is at the `_` in `have hK : squareMomentum l w = _ := by`. Lean must know the whole statement of a `have` before it runs the `by` block that proves it, so the `_` could not be filled in from `hs`, which is used only inside that block. The second error follows from the first: the proof stopped there, leaving the main goal open.

The cure is to write out the right-hand side of `hK`, with the moments as Gamma values. For `hs` to end in that same expression, the rewrites with `gaussian_moment` and `integral_zero` now act on `hs` beforehand instead of on `hK` afterwards. The new `hz` gives the zero function as `fun _ => 0`, so that `hs` contains a plain `0`, the form in which `integral_zero` is stated, where the messages show `0 r`.

The other changes, to the use of `pow_succ` and the removal of `beta_reduce`, lie inside the proof of `hK`, which Lean never reached, so the messages do not show whether they were needed.

As a diff, the version that Lean accepts:

```diff
@@ -74,16 +74,21 @@
     simp only [w]
     linear_combination r ^ 2 * (r ^ (l + 1)) ^ 2 * he r
-  have hs := integral_combination (hint (l + 2)) (hint l) (hint (l + 1))
-    (integrable_zero ℝ ℝ (volume.restrict (Ioi 0))) (((l : ℝ) + 1) * (2 * l + 1)) (2 * (l + 1))
-  have hK : squareMomentum l w = _ := by
+  have hz : Integrable (fun _ : ℝ => (0 : ℝ)) (volume.restrict (Ioi 0)) :=
+    integrable_zero _ _ _
+  have hs := integral_combination (hint (l + 2)) (hint l) (hint (l + 1)) hz
+    (((l : ℝ) + 1) * (2 * l + 1)) (2 * (l + 1))
+  rw [gaussian_moment (l + 2), gaussian_moment l, gaussian_moment (l + 1), integral_zero] at hs
+  have hK : squareMomentum l w = Real.Gamma (((l + 2 : ℕ) : ℝ) + 1 / 2) / 2
+      + ((l : ℝ) + 1) * (2 * l + 1) * (Real.Gamma ((l : ℝ) + 1 / 2) / 2)
+      - 2 * ((l : ℝ) + 1) * (Real.Gamma (((l + 1 : ℕ) : ℝ) + 1 / 2) / 2) + 0 := by
     refine (setIntegral_congr_fun measurableSet_Ioi fun r hr => ?_).trans hs
     have hr0 : r ≠ 0 := ne_of_gt hr
     have hq : w r / r = r ^ l * Real.exp (-r ^ 2 / 2) := by
-      simp only [w, pow_succ]
+      simp only [w]
+      rw [pow_succ r l]
       field_simp
-    beta_reduce
     rw [hderiv, hq]
     linear_combination ((r ^ l * ((l + 1) - r ^ 2)) ^ 2 + l * (l + 1) * (r ^ l) ^ 2) * he r
-  rw [gaussian_moment, gaussian_moment, gaussian_moment, integral_zero] at hK
+
   -- the recurrence of the Gamma function relates the moments
   have g1 : Real.Gamma (((l + 1 : ℕ) : ℝ) + 1 / 2)
```
